# A lower bound on the kinetic energy of a real wavefunction between hard walls

For one particle in a one-dimensional box of length L > 0, the lemma bounds the kinetic energy of a real wavefunction u from below. It assumes that u has a continuous derivative u' on [0, L] (one-sided at the ends) and vanishes at both walls, and it states that k² ∫ u² ≤ ∫ u'² for every real k with |k|L < π. The function need not be normalised; if it is, its mean kinetic energy is at least k² in units of ħ²/2m. The proof takes w = −k tan(k(x − L/2)), which is regular on the whole interval and satisfies w' = −k² − w². It then writes u'² − k²u² − (wu²)' as the square (u' − wu)² and integrates, the boundary terms vanishing because u does at the walls.

This version doesn't compile in Lean 4 with Mathlib:

```lean
import Mathlib

open Set
open Complex (I)
open scoped Real

namespace TwistedRing

/-- A real function `u` that vanishes at both ends of `[0, L]` satisfies
`k² ∫ u² ≤ ∫ u'²` whenever `|k| L < π`. -/
theorem dirichlet_real {L k : ℝ} (hL : 0 < L) {u u' : ℝ → ℝ}
    (hu : ∀ x ∈ Icc 0 L, HasDerivWithinAt u (u' x) (Icc 0 L) x)
    (hc : ContinuousOn u' (Icc 0 L)) (h0 : u 0 = 0) (h1 : u L = 0) (hk : |k| * L < π) :
    k ^ 2 * (∫ x in (0 : ℝ)..L, u x ^ 2) ≤ ∫ x in (0 : ℝ)..L, u' x ^ 2 := by
  -- the Riccati function w = -k tan(k (x - L/2)) is regular on the whole interval
  obtain ⟨w, hw⟩ : ∃ w : ℝ → ℝ, ∀ x ∈ Icc 0 L, HasDerivAt w (-k ^ 2 - w x ^ 2) x := by
    refine ⟨fun y => -k * Real.sin (k * (y - L / 2)) / Real.cos (k * (y - L / 2)),
      fun x hx => ?_⟩
    have hb : |k * (x - L / 2)| < π / 2 := by
      have h2 : |x - L / 2| ≤ L / 2 := abs_le.2 ⟨by linarith [hx.1], by linarith [hx.2]⟩
      rw [abs_mul]
      nlinarith [mul_le_mul_of_nonneg_left h2 (abs_nonneg k)]
    have hne : Real.cos (k * (x - L / 2)) ≠ 0 :=
      (Real.cos_pos_of_mem_Ioo ⟨(abs_lt.1 hb).1, (abs_lt.1 hb).2⟩).ne'
    have hl : HasDerivAt (fun y : ℝ => k * (y - L / 2)) k x := by
      simpa using ((hasDerivAt_id x).sub_const (L / 2)).const_mul k
    have alg : ∀ s c : ℝ, c ≠ 0 →
        (-k * (c * k) * c - -k * s * (-s * k)) / c ^ 2 = -k ^ 2 - (-k * s / c) ^ 2 := by
      intro s c hc
      field_simp <;> ring
    exact ((hl.sin.const_mul (-k)).fun_div hl.cos hne).congr_deriv (alg _ _ hne)
  have cw : ContinuousOn w (Icc 0 L) := fun x hx => (hw x hx).continuousAt.continuousWithinAt
  have cu : ContinuousOn u (Icc 0 L) := fun x hx => (hu x hx).continuousWithinAt
  have hd : ∀ x ∈ Ioo 0 L, HasDerivAt (fun y => w y * (u y * u y))
      ((-k ^ 2 - w x ^ 2) * (u x * u x) + w x * (2 * u x * u' x)) x := by
    intro x hx
    have h := (hu x (Ioo_subset_Icc_self hx)).hasDerivAt (Icc_mem_nhds hx.1 hx.2)
    exact ((hw x (Ioo_subset_Icc_self hx)).fun_mul (h.fun_mul h)).congr_deriv (by ring)
  have key := intervalIntegral.integral_eq_sub_of_hasDerivAt_of_le hL.le
    (cw.mul (cu.mul cu)) hd (ContinuousOn.intervalIntegrable_of_Icc hL.le (by fun_prop))
  -- completing the square
  have pos : 0 ≤ ∫ x in (0 : ℝ)..L, (u' x ^ 2 - k ^ 2 * u x ^ 2 -
      ((-k ^ 2 - w x ^ 2) * (u x * u x) + w x * (2 * u x * u' x))) :=
    intervalIntegral.integral_nonneg hL.le
      (fun x _ => by nlinarith [sq_nonneg (u' x - w x * u x)])
  rw [intervalIntegral.integral_sub, intervalIntegral.integral_sub,
    intervalIntegral.integral_const_mul, key] at pos
  · simp only [h0, h1, mul_zero, sub_zero] at pos
    linarith
  all_goals exact ContinuousOn.intervalIntegrable_of_Icc hL.le (by fun_prop)

end TwistedRing
```

Compiling this gives:

```
Main.lean:48:4: error: `simp` made no progress
```

Fix (accepted with no message):

```diff
@@ -28,5 +28,5 @@
         (-k * (c * k) * c - -k * s * (-s * k)) / c ^ 2 = -k ^ 2 - (-k * s / c) ^ 2 := by
       intro s c hc
-      field_simp <;> ring
+      field_simp
     exact ((hl.sin.const_mul (-k)).fun_div hl.cos hne).congr_deriv (alg _ _ hne)
   have cw : ContinuousOn w (Icc 0 L) := fun x hx => (hw x hx).continuousAt.continuousWithinAt
@@ -37,6 +37,7 @@
     have h := (hu x (Ioo_subset_Icc_self hx)).hasDerivAt (Icc_mem_nhds hx.1 hx.2)
     exact ((hw x (Ioo_subset_Icc_self hx)).fun_mul (h.fun_mul h)).congr_deriv (by ring)
+  have hcont : ContinuousOn (fun y => w y * (u y * u y)) (Icc 0 L) := cw.mul (cu.mul cu)
   have key := intervalIntegral.integral_eq_sub_of_hasDerivAt_of_le hL.le
-    (cw.mul (cu.mul cu)) hd (ContinuousOn.intervalIntegrable_of_Icc hL.le (by fun_prop))
+    hcont hd (ContinuousOn.intervalIntegrable_of_Icc hL.le (by fun_prop))
   -- completing the square
   have pos : 0 ≤ ∫ x in (0 : ℝ)..L, (u' x ^ 2 - k ^ 2 * u x ^ 2 -
```

What went wrong. The error is at the `simp only` that should remove the boundary terms from `pos`: it found nothing to rewrite. These terms come from `key`, whose function Lean inferred from the continuity proof `cw.mul (cu.mul cu)`. That gave the product of functions `w * (u * u)`, so the boundary values appeared as `(w * (u * u)) L` and `(w * (u * u)) 0`. The two forms are equal by definition, so `hd` was still accepted, but `u L` and `u 0` were not visible in them, and `simp only` had no lemma such as `Pi.mul_apply` to expose them.

The new `hcont` states continuity for `fun y => w y * (u y * u y)`. With it, `key` gives boundary values in which `u L` and `u 0` appear, so `h1` and `h0` apply and the terms vanish.

Dropping `<;> ring` is mere tidying: `field_simp` already closes that goal, leaving `ring` nothing to do.
